# Entanglement swapping of pure two-qubit states: the mean concurrence after a Bell measurement is the product of the initial concurrences

Qubits 1,2 share one pure state and qubits 3,4 another. A Bell measurement on qubits 2,3 leaves qubits 1,4 in a pure state that can depend on the outcome. The concurrence of that state, averaged over the four outcomes with their probabilities as weights, equals the product of the two initial concurrences. This describes one swapping step of a quantum repeater, idealised to pure pairs and a perfect measurement.

```lean
import Mathlib

open Matrix

namespace EntanglementSwapping

noncomputable section
```

## States as 2×2 matrices

Write the initial states as Σ_ab C_ab |a⟩|b⟩ and Σ_cd D_cd |c⟩|d⟩, with all indices running over 0 and 1. The squared norm of a vector with coefficient matrix M is

w(M) = Σ_ij |M_ij|².

```lean
/-- The squared norm of the two-qubit vector with coefficient matrix `M`. -/
def weight (M : Matrix (Fin 2) (Fin 2) ℂ) : ℝ := ∑ i, ∑ j, ‖M i j‖ ^ 2
```

For a unit vector the concurrence is

K(M) = 2|det M|.

The Lean name `concurrence` is used for this expression at any norm, whereas the textbook quantity belongs to normalised states.

```lean
/-- Twice the absolute determinant of the coefficient matrix; for a unit vector this is
the concurrence. -/
def concurrence (M : Matrix (Fin 2) (Fin 2) ℂ) : ℝ := 2 * ‖M.det‖
```

The Bell vectors have nonzero amplitudes ±1/√2 and are numbered k = 0, 1, 2, 3.

```lean
/-- The amplitude `1/√2` of the Bell vectors. -/
def amp : ℝ := (Real.sqrt 2)⁻¹

/-- The coefficient matrices of the four Bell vectors
`(|00⟩ + |11⟩)/√2`, `(|00⟩ - |11⟩)/√2`, `(|01⟩ + |10⟩)/√2`, `(|01⟩ - |10⟩)/√2`. -/
def bell : Fin 4 → Matrix (Fin 2) (Fin 2) ℂ
  | 0 => !![(amp : ℂ), 0; 0, (amp : ℂ)]
  | 1 => !![(amp : ℂ), 0; 0, -(amp : ℂ)]
  | 2 => !![0, (amp : ℂ); (amp : ℂ), 0]
  | 3 => !![0, (amp : ℂ); -(amp : ℂ), 0]
```

Projecting qubits 2,3 on a vector B leaves on qubits 1,4 the unnormalised vector

M_ad = Σ_bc conj(B_bc) C_ab D_cd.

That a measurement produces this vector, with probability w(M) when B, C and D are unit vectors, is the Born rule and the projection postulate. They enter through the definition and are not derived.

```lean
/-- The unnormalised vector of the outer qubits that is left when the two middle qubits of
the pairs `C` and `D` are projected on the vector `B`. -/
def outer (B C D : Matrix (Fin 2) (Fin 2) ℂ) : Matrix (Fin 2) (Fin 2) ℂ :=
  Matrix.of fun a d => ∑ b, ∑ c, star (B b c) * (C a b * D c d)
```

The state after the measurement is M/√w(M).

```lean
/-- The vector `M` divided by its norm, for nonzero `M`. -/
def normalized (M : Matrix (Fin 2) (Fin 2) ℂ) : Matrix (Fin 2) (Fin 2) ℂ :=
  (((Real.sqrt (weight M))⁻¹ : ℝ) : ℂ) • M
```

## The Bell basis

The squared amplitude is 1/2.

```lean
/-- The square of the Bell amplitude is one half. -/
theorem amp_sq : amp ^ 2 = 1 / 2 := by
  rw [amp, inv_pow, Real.sq_sqrt (by norm_num)]
  norm_num
```

Vectors 0 and 1 have no component in common with vectors 2 and 3. Within each pair the inner product is 1/2 − 1/2 = 0, and each squared norm is 1/2 + 1/2 = 1. Lean checks all sixteen cases.

```lean
/-- The four Bell vectors are orthonormal. -/
theorem bell_orthonormal (i j : Fin 4) :
    ∑ b, ∑ c, star (bell i b c) * bell j b c = if i = j then 1 else 0 := by
  have h : (amp : ℂ) * (amp : ℂ) = 2⁻¹ := by
    rw [← Complex.ofReal_mul, ← sq, amp_sq]
    norm_num
  fin_cases i <;> fin_cases j <;> simp [bell, Fin.sum_univ_two, h] <;> norm_num
```

The overlaps of a vector X with the Bell vectors are (X_00 ± X_11)/√2 and (X_01 ± X_10)/√2. Since |x + y|² + |x − y|² = 2|x|² + 2|y|², their squared moduli sum to w(X). The Lean proof expands everything into real and imaginary parts and inserts `amp_sq`; it does not use the orthonormality just shown.

```lean
/-- Parseval's identity for the Bell basis: the squared overlaps of a two-qubit vector with
the four Bell vectors sum to its squared norm. -/
theorem bell_parseval (X : Matrix (Fin 2) (Fin 2) ℂ) :
    ∑ k, ‖∑ b, ∑ c, star (bell k b c) * X b c‖ ^ 2 = weight X := by
  simp only [weight, Fin.sum_univ_four, Fin.sum_univ_two, Complex.sq_norm,
    Complex.normSq_apply]
  simp [bell]
  linear_combination 2 * ((X 0 0).re ^ 2 + (X 0 0).im ^ 2 + (X 0 1).re ^ 2 + (X 0 1).im ^ 2
    + (X 1 0).re ^ 2 + (X 1 0).im ^ 2 + (X 1 1).re ^ 2 + (X 1 1).im ^ 2) * amp_sq
```

## How the determinant behaves

By the triangle inequality and 2xy ≤ x² + y²,

2|M_00 M_11 − M_01 M_10| ≤ 2|M_00||M_11| + 2|M_01||M_10| ≤ w(M).

The two squares given to `nlinarith` supply the second inequality.

```lean
/-- Twice the absolute determinant never exceeds the squared norm of the vector. -/
theorem concurrence_le_weight (M : Matrix (Fin 2) (Fin 2) ℂ) :
    concurrence M ≤ weight M := by
  have h := norm_sub_le (M 0 0 * M 1 1) (M 0 1 * M 1 0)
  rw [norm_mul, norm_mul] at h
  simp only [concurrence, weight, Matrix.det_fin_two, Fin.sum_univ_two]
  nlinarith [sq_nonneg (‖M 0 0‖ - ‖M 1 1‖), sq_nonneg (‖M 0 1‖ - ‖M 1 0‖)]
```

The outer vector is a matrix product, M = C · conj(B) · D, with conj taken entry by entry and no transpose. Hence

|det M| = |det C| |det B| |det D|,
K(M) = K(C) K(B) K(D) / 4.

In the proof, `hprod` is the factorisation and `hdet` moves the conjugation outside the determinant.

```lean
/-- Projecting the middle qubits on any vector `B` leaves an outer vector whose value
`2|det|` is one quarter of the product of the values of `C`, `B` and `D`. -/
theorem concurrence_outer (B C D : Matrix (Fin 2) (Fin 2) ℂ) :
    concurrence (outer B C D) = concurrence C * concurrence B * concurrence D / 4 := by
  -- the partial inner product is a product of three matrices
  have hprod : outer B C D = C * B.map star * D := by
    ext a d
    simp [outer, Matrix.mul_apply, Fin.sum_univ_two]
    ring
  have hdet : (B.map star).det = star B.det := by
    simp [Matrix.det_fin_two]
  simp only [concurrence]
  rw [hprod, Matrix.det_mul, Matrix.det_mul, hdet, norm_mul, norm_mul, norm_star]
  ring
```

Each Bell matrix has determinant ±1/2, so its concurrence is 1.

```lean
/-- Every Bell vector has concurrence one. -/
theorem concurrence_bell (k : Fin 4) : concurrence (bell k) = 1 := by
  have hn : ‖(amp : ℂ) * (amp : ℂ)‖ = 1 / 2 := by
    rw [norm_mul, Complex.norm_real, Real.norm_eq_abs, abs_mul_abs_self, ← sq, amp_sq]
  have hd : (bell k).det = (amp : ℂ) * amp ∨ (bell k).det = -((amp : ℂ) * amp) := by
    fin_cases k <;> simp [bell, Matrix.det_fin_two]
  rcases hd with h | h
  · rw [concurrence, h, hn]
    norm_num
  · rw [concurrence, h, norm_neg, hn]
    norm_num
```

## Probabilities and the sum rule

Let M_k be the outer vector for Bell outcome k. At fixed a and d, its entry is the overlap of Bell vector k with X_bc = C_ab D_cd. Parseval's identity then gives

Σ_k w(M_k) = Σ_ad Σ_bc |C_ab|² |D_cd|² = w(C) w(D) = 1.

Each outcome has K(M_k) = K(C) K(D)/4, and the four add up to K(C) K(D). The hypotheses `hC` and `hD` say that the initial vectors are normalised; only the total probability uses them.

```lean
/-- **Entanglement swapping.** For unit two-qubit vectors `C` and `D`, the outer vectors left
by the four Bell projections have squared norms that sum to one, and their values `2|det|`
sum to the product of the concurrences of `C` and `D`. -/
theorem entanglement_swapping (C D : Matrix (Fin 2) (Fin 2) ℂ)
    (hC : weight C = 1) (hD : weight D = 1) :
    ∑ k, weight (outer (bell k) C D) = 1 ∧
      ∑ k, concurrence (outer (bell k) C D) = concurrence C * concurrence D := by
  constructor
  · calc ∑ k, weight (outer (bell k) C D)
        = ∑ a, ∑ d, ∑ k, ‖outer (bell k) C D a d‖ ^ 2 := by
          simp only [weight, Fin.sum_univ_two, Fin.sum_univ_four]
          ring
      -- Parseval in the middle qubits, at fixed outer indices
      _ = ∑ a, ∑ d, weight (Matrix.of fun b c => C a b * D c d) :=
          Finset.sum_congr rfl fun a _ => Finset.sum_congr rfl fun d _ =>
            bell_parseval (Matrix.of fun b c => C a b * D c d)
      _ = weight C * weight D := by
          simp only [weight, Fin.sum_univ_two, Matrix.of_apply, norm_mul]
          ring
      _ = 1 := by rw [hC, hD, one_mul]
  · simp only [concurrence_outer, concurrence_bell, Fin.sum_univ_four]
    ring
```

## The mean over normalised states

Scaling M by a real number s multiplies w(M) by s². With s = 1/√w(M) the norm becomes one.

```lean
/-- A vector of positive squared norm has squared norm one after normalisation. -/
theorem weight_normalized (M : Matrix (Fin 2) (Fin 2) ℂ) (h : 0 < weight M) :
    weight (normalized M) = 1 := by
  have key : ∀ c : ℝ, weight ((c : ℂ) • M) = c ^ 2 * weight M := by
    intro c
    simp only [weight, Fin.sum_univ_two, Matrix.smul_apply, smul_eq_mul, norm_mul,
      Complex.norm_real, Real.norm_eq_abs, mul_pow, sq_abs]
    ring
  rw [normalized, key, inv_pow, Real.sq_sqrt h.le, inv_mul_cancel₀ h.ne']
```

The determinant also scales by s², so for w(M) > 0

w(M) K(M/√w(M)) = K(M).

If w(M) = 0, Lean's `normalized M` is the zero vector and the left side vanishes through its factor w(M); the bound K(M) ≤ w(M) makes the right side zero too. Summing over k gives the mean concurrence. The identity holds for all C and D, and its weights are probabilities when both are unit vectors. An outcome of probability p_k > 0 leaves a state of concurrence K(C) K(D)/(4 p_k).

```lean
/-- Summed over the four Bell outcomes, the squared norm of the outer vector times the value
`2|det|` of its normalised vector gives the product of the values `2|det|` of `C` and `D`. For unit
vectors `C` and `D` the sum is the mean concurrence after the measurement. -/
theorem average_concurrence (C D : Matrix (Fin 2) (Fin 2) ℂ) :
    ∑ k, weight (outer (bell k) C D) * concurrence (normalized (outer (bell k) C D))
      = concurrence C * concurrence D := by
  have key : ∀ M : Matrix (Fin 2) (Fin 2) ℂ,
      weight M * concurrence (normalized M) = concurrence M := by
    intro M
    have h0 : 0 ≤ weight M := by unfold weight; positivity
    by_cases h : weight M = 0
    · -- an outcome of probability zero contributes nothing
      have h1 := concurrence_le_weight M
      have h2 : 0 ≤ concurrence M := by unfold concurrence; positivity
      rw [h, zero_mul]
      linarith
    · rw [concurrence, concurrence, normalized, Matrix.det_smul, Fintype.card_fin, norm_mul,
        norm_pow, Complex.norm_real, Real.norm_eq_abs, sq_abs, inv_pow, Real.sq_sqrt h0]
      field_simp
  simp only [key, concurrence_outer, concurrence_bell, Fin.sum_univ_four]
  ring
```

## Four other unit vectors give no larger sum

For a unit vector B, K(B) ≤ w(B) = 1, so each outer vector has K at most K(C) K(D)/4. Four of them sum to at most K(C) K(D), the Bell value. The vectors need not be orthogonal; when they are, they describe a projective measurement on qubits 2,3. Measurements with more than four outcomes, or with outcomes that are not projections on a single vector, are not treated.

```lean
/-- Projecting the middle qubits on any four unit vectors gives outer vectors whose values
`2|det|` sum to at most the product of the values of `C` and `D`. -/
theorem bell_projection_optimal (B : Fin 4 → Matrix (Fin 2) (Fin 2) ℂ)
    (hB : ∀ k, weight (B k) = 1) (C D : Matrix (Fin 2) (Fin 2) ℂ) :
    ∑ k, concurrence (outer (B k) C D) ≤ concurrence C * concurrence D := by
  have hp : 0 ≤ concurrence C * concurrence D := by unfold concurrence; positivity
  have hk : ∀ k, concurrence (outer (B k) C D) ≤ concurrence C * concurrence D / 4 := by
    intro k
    have hb : concurrence (B k) ≤ 1 := (concurrence_le_weight (B k)).trans_eq (hB k)
    rw [concurrence_outer]
    linarith [mul_le_mul_of_nonneg_left hb hp]
  rw [Fin.sum_univ_four]
  linarith [hk 0, hk 1, hk 2, hk 3]

end

end EntanglementSwapping
```

```lean
#print axioms EntanglementSwapping.entanglement_swapping
#print axioms EntanglementSwapping.weight_normalized
#print axioms EntanglementSwapping.average_concurrence
#print axioms EntanglementSwapping.bell_projection_optimal
```

```
'EntanglementSwapping.entanglement_swapping' depends on axioms: [propext, Classical.choice, Quot.sound]
'EntanglementSwapping.weight_normalized' depends on axioms: [propext, Classical.choice, Quot.sound]
'EntanglementSwapping.average_concurrence' depends on axioms: [propext, Classical.choice, Quot.sound]
'EntanglementSwapping.bell_projection_optimal' depends on axioms: [propext, Classical.choice, Quot.sound]
```
